# A mean field with density-driven site terms and same-bond exchange preserves Hermiticity exactly when its Hartree couplings are real and its off-diagonal exchange couplings are Hermitian

On a finite set of sites, the mean field built from a matrix `P` has diagonal entries `∑ k, a i k * P k k`, driven by the densities, and off-diagonal entries `u i j * P i j`, driven by the same bond. The theorem `hermitian_iff` says that this field is Hermitian for every Hermitian `P` if and only if every `a i j` is real and `u j i = star (u i j)` whenever `i ≠ j`. Here `P` ranges over all Hermitian matrices, with no condition of positivity or fixed trace, and the diagonal of `u` is unconstrained because it never enters. For the forward direction the proof tests the field on two matrices, one with a single 1 on the diagonal at site `j` and one with all entries equal to 1; the converse is checked entry by entry.

Lean 4 with Mathlib refuses this proof:

```lean
import Mathlib

open Matrix

namespace HermitianIff

variable {n : Type*} [Fintype n] [DecidableEq n]

/-- The Hartree-exchange mean field: on the diagonal `∑ k, a i k * P k k`, driven by the
densities, and off the diagonal `u i j * P i j`, driven by the same bond. -/
def meanField (a u : Matrix n n ℂ) : Matrix n n ℂ →ₗ[ℂ] Matrix n n ℂ where
  toFun P := Matrix.of fun i j => if i = j then ∑ k, a i k * P k k else u i j * P i j
  map_add' P Q := by
    ext i j
    by_cases h : i = j <;> simp [h, mul_add, Finset.sum_add_distrib]
  map_smul' c P := by
    ext i j
    by_cases h : i = j <;> simp [h, Finset.mul_sum, mul_left_comm]

/-- The entries of the Hartree-exchange mean field. -/
theorem meanField_apply (a u P : Matrix n n ℂ) (i j : n) :
    meanField a u P i j = if i = j then ∑ k, a i k * P k k else u i j * P i j := rfl

/-- The mean field of every Hermitian density matrix is Hermitian if and only if the
Hartree couplings are real and the exchange couplings are Hermitian off the diagonal. -/
theorem hermitian_iff (a u : Matrix n n ℂ) :
    (∀ P : Matrix n n ℂ, P.IsHermitian → (meanField a u P).IsHermitian) ↔
      (∀ i j, star (a i j) = a i j) ∧ ∀ i j, i ≠ j → u j i = star (u i j) := by
  constructor
  · intro h
    constructor
    · -- probe with one particle on site `j`
      intro i j
      have hP : (Matrix.single j j (1 : ℂ)).IsHermitian := by
        ext p q
        rw [Matrix.conjTranspose_apply, Matrix.single_apply, Matrix.single_apply]
        split_ifs <;> simp_all
      have e := (h _ hP).apply i i
      have v : meanField a u (Matrix.single j j 1) i i = a i j := by
        simp [meanField_apply, Matrix.single_apply]
      rwa [v] at e
    · -- probe with all entries equal to one
      intro i j hij
      have hP : (Matrix.of fun _ _ : n => (1 : ℂ)).IsHermitian := by
        ext p q
        simp
      have e := (h _ hP).apply j i
      rw [meanField_apply, meanField_apply, if_neg hij, if_neg (Ne.symm hij)] at e
      simpa using e.symm
  · rintro ⟨ha, hu⟩ P hP
    refine Matrix.IsHermitian.ext fun i j => ?_
    by_cases hij : i = j
    · subst hij
      rw [meanField_apply, if_pos rfl, star_sum]
      refine Finset.sum_congr rfl fun k _ => ?_
      rw [star_mul', ha, hP.apply k k]
    · rw [meanField_apply, meanField_apply, if_neg hij, if_neg (Ne.symm hij),
        star_mul', hP.apply i j, hu j i (Ne.symm hij)]

end HermitianIff
```

Lean reports:

```
Main.lean:34:59: error: unsolved goals
case neg
n : Type u_1
inst✝¹ : Fintype n
inst✝ : DecidableEq n
a u : Matrix n n ℂ
h : ∀ (P : Matrix n n ℂ), P.IsHermitian → ((meanField a u) P).IsHermitian
i j p q : n
h✝¹ : j = q ∧ j = p
h✝ : ¬q = p
⊢ False

case pos
n : Type u_1
inst✝¹ : Fintype n
inst✝ : DecidableEq n
a u : Matrix n n ℂ
h : ∀ (P : Matrix n n ℂ), P.IsHermitian → ((meanField a u) P).IsHermitian
i j p q : n
h✝¹ : ¬p = q
h✝ : j = p ∧ j = q
⊢ False
```

This version goes through:

```diff
@@ -35,5 +35,9 @@
         ext p q
         rw [Matrix.conjTranspose_apply, Matrix.single_apply, Matrix.single_apply]
-        split_ifs <;> simp_all
+        split_ifs with h1 h2 h2
+        · simp
+        · exact absurd (And.symm h1) h2
+        · exact absurd (And.symm h2) h1
+        · simp
       have e := (h _ hP).apply i i
       have v : meanField a u (Matrix.single j j 1) i i = a i j := by
```

The error lies in the proof that the one-site probe `Matrix.single j j 1` is Hermitian. After the rewrites, the two sides of the goal carry the conditions `j = q ∧ j = p` and `j = p ∧ j = q`, the same conjunction in opposite orders. `split_ifs` treats them as separate conditions, so it also produces the two impossible cases where one holds and the other fails.

Those are the two cases reported. In each, `simp_all` has reduced the goal to `False` and the negated conjunction to `¬q = p` or `¬p = q`, while the other conjunction still says that `j` equals both `p` and `q`. The hypotheses contradict each other, but `simp_all` stopped without combining the two equalities to get the one it needed.

The repair names the conditions and treats the four cases separately. In the mixed cases `And.symm` swaps the conjunction that holds into the order of the one denied, and `absurd` closes the goal. The other two cases, which gave no error, only need `simp`.
